# One rate crossing on the cold side of the peak activated gap, for a positive tunnelling excess below that peak

## Barriers of height 1 and 2

Take two reaction channels with barriers 1 and 2 and a common prefactor, set to one. At inverse temperature $b$ their activated rates are $x$ and $x^2$, where $x=e^{-b}$. The lower barrier leads by $x-x^2$, which vanishes at $b=0$, peaks at $1/4$ when $b=\ln 2$, and dies out in the cold.

Now give the higher barrier an extra constant rate of $3/16$. The rates agree when $x-x^2=3/16$, so $x=3/4$ or $x=1/4$. On the cold side of the peak there is one crossing, $b=\ln 4$, and beyond it the higher barrier's channel is faster.

## Two channels with constant tunnelling terms

In general, channel $i$ has the rate
$$k_i(b)=e^{-bV_i}+c_i,\qquad 0<V_1<V_2.$$
The constant $c_i$ stands for tunnelling out of the lowest reactant state, which persists when thermal activation has died out. It can be larger for the higher barrier if that barrier is narrower or the tunnelling particle lighter. Write
$$g(b)=e^{-bV_1}-e^{-bV_2},\qquad b_0=\frac{\ln(V_2/V_1)}{V_2-V_1},\qquad \Delta=c_2-c_1.$$

**Statement.** If $0<\Delta<g(b_0)$, there is exactly one $b_*>b_0$ with $k_1(b_*)=k_2(b_*)$, and $k_1(b)<k_2(b)$ for every $b>b_*$.

In Lean this is `tunnelling_crossover`. There `rate V c b` is $k$, `gap` is $g$, `peak` is $b_0$ and `bs` is $b_*$; the bounds on $\Delta$ are `hpos` and `hlt`. All quantities are real numbers, with $b=1/(k_BT)$ and with rates, $c_1$ and $c_2$ in units of the shared prefactor. The signs of $c_1$ and $c_2$ are left free, which includes the physical case $c_1,c_2\ge 0$.

The additive, temperature-independent $c_i$ and the shared prefactor are assumptions. The model has no thermally assisted tunnelling through excited states. In a kinetic simulation using these two-term rates, ranking channels by barrier height alone gives the wrong order beyond $b_*$.

## From the slope of the gap to the crossing

The rates differ by $k_1-k_2=g-\Delta$, so only $g$ needs study. Its slope is
$$g'(b)=V_2e^{-bV_2}-V_1e^{-bV_1}.$$
This is positive exactly when $\ln V_2-bV_2>\ln V_1-bV_1$, that is, when $b<b_0$. Likewise it is negative exactly when $b>b_0$. So $g$ rises strictly up to $b_0$ and falls strictly afterwards.

At the peak $V_2e^{-b_0V_2}=V_1e^{-b_0V_1}$, hence
$$g(b_0)=e^{-b_0V_1}\left(1-\frac{V_1}{V_2}\right).$$

Since $g(b)\to0$ as $b\to\infty$, some $B>b_0$ has $g(B)<\Delta<g(b_0)$. By continuity $g(b_*)=\Delta$ for some $b_*$ between $b_0$ and $B$. Strict decrease makes it the only solution above $b_0$, and gives $g(b)<\Delta$ for $b>b_*$.

On the hot side, $g(0)=0<\Delta<g(b_0)$ gives a second crossing $b_l$ with $0<b_l<b_0$. The lower barrier wins exactly between $b_l$ and $b_*$.

It would therefore be wrong to drop "above $b_0$" from the uniqueness claim: in the opening example, the rates also agree at $b=\ln(4/3)$. The hot crossing should not be read as a prediction, however. Since $\ln r<r-1$ for $r=V_2/V_1>1$, we have $b_0V_1<1$, so $b_l$ lies where the thermal energy exceeds the lower barrier and an activated rate law is no longer reliable.

Two boundary cases complete the picture:

- Because $g(b_0)$ is the maximum, the lower barrier wins somewhere if and only if $\Delta<g(b_0)$.
- If $\Delta\le0$, it wins at every $b>0$, where $g(b)>0\ge\Delta$.

## The Lean file

```lean
import Mathlib

open Filter Topology Set

namespace TunnellingCrossover

noncomputable section

/-- Rate of a channel with barrier `V` at inverse temperature `b`: an activated part with unit
prefactor plus a temperature-independent tunnelling part `c`. -/
def rate (V c b : ℝ) : ℝ := Real.exp (-(b * V)) + c

/-- Difference of the activated rates over the barriers `V₁` and `V₂`. -/
def gap (V₁ V₂ b : ℝ) : ℝ := Real.exp (-(b * V₁)) - Real.exp (-(b * V₂))

/-- The inverse temperature `ln (V₂ / V₁) / (V₂ - V₁)`, for barriers `0 < V₁ < V₂`. -/
def peak (V₁ V₂ : ℝ) : ℝ := Real.log (V₂ / V₁) / (V₂ - V₁)

variable {V₁ V₂ : ℝ}

/-- The full rate of the first channel minus that of the second is the activated gap minus
`c₂ - c₁`, the excess of the second channel's tunnelling part over the first's. -/
theorem rate_sub_rate (V₁ V₂ c₁ c₂ b : ℝ) :
    rate V₁ c₁ b - rate V₂ c₂ b = gap V₁ V₂ b - (c₂ - c₁) := by
  unfold rate gap
  ring

/-- The derivative of the activated gap with respect to inverse temperature. -/
theorem hasDerivAt_gap (V₁ V₂ b : ℝ) :
    HasDerivAt (gap V₁ V₂)
      (V₂ * Real.exp (-(b * V₂)) - V₁ * Real.exp (-(b * V₁))) b := by
  have e : ∀ V : ℝ, HasDerivAt (fun x : ℝ => Real.exp (-(x * V)))
      (-(V * Real.exp (-(b * V)))) b := by
    intro V
    have h := ((hasDerivAt_id' b).mul_const V).fun_neg.exp
    exact h.congr_deriv (by ring)
  have h := ((e V₁).fun_sub (e V₂)).congr_deriv
    (show _ = V₂ * Real.exp (-(b * V₂)) - V₁ * Real.exp (-(b * V₁)) by ring)
  exact h

/-- For `0 < V₁ < V₂` the slope of the activated gap is positive exactly below the inverse
temperature `peak V₁ V₂` and negative exactly above it. -/
theorem slope_sign (h1 : 0 < V₁) (h : V₁ < V₂) (b : ℝ) :
    (0 < V₂ * Real.exp (-(b * V₂)) - V₁ * Real.exp (-(b * V₁)) ↔ b < peak V₁ V₂) ∧
    (V₂ * Real.exp (-(b * V₂)) - V₁ * Real.exp (-(b * V₁)) < 0 ↔ peak V₁ V₂ < b) := by
  have h2 : 0 < V₂ := h1.trans h
  -- absorb the prefactor into the exponent
  have w : ∀ V : ℝ, 0 < V → V * Real.exp (-(b * V)) = Real.exp (Real.log V - b * V) := by
    intro V hV
    rw [sub_eq_add_neg, Real.exp_add, Real.exp_log hV]
  rw [w V₁ h1, w V₂ h2, sub_pos, sub_neg, Real.exp_lt_exp, Real.exp_lt_exp, peak,
    Real.log_div h2.ne' h1.ne', lt_div_iff₀ (sub_pos.2 h), div_lt_iff₀ (sub_pos.2 h)]
  constructor <;> constructor <;> intro h' <;> linarith

/-- For `0 < V₁ < V₂` the activated gap rises strictly up to `peak V₁ V₂` and falls strictly
from there on. -/
theorem gap_rises_then_falls (h1 : 0 < V₁) (h : V₁ < V₂) :
    StrictMonoOn (gap V₁ V₂) (Iic (peak V₁ V₂)) ∧
    StrictAntiOn (gap V₁ V₂) (Ici (peak V₁ V₂)) := by
  have hc : Continuous (gap V₁ V₂) :=
    continuous_iff_continuousAt.2 fun b => (hasDerivAt_gap V₁ V₂ b).continuousAt
  constructor
  · apply strictMonoOn_of_deriv_pos (convex_Iic _) hc.continuousOn
    intro x hx
    rw [interior_Iic] at hx
    rw [(hasDerivAt_gap V₁ V₂ x).deriv]
    exact (slope_sign h1 h x).1.2 hx
  · apply strictAntiOn_of_deriv_neg (convex_Ici _) hc.continuousOn
    intro x hx
    rw [interior_Ici] at hx
    rw [(hasDerivAt_gap V₁ V₂ x).deriv]
    exact (slope_sign h1 h x).2.2 hx

/-- For `0 < V₁ < V₂` the activated gap at `peak V₁ V₂` is the activated rate over the lower
barrier times `1 - V₁ / V₂`. -/
theorem gap_peak (h1 : 0 < V₁) (h : V₁ < V₂) :
    gap V₁ V₂ (peak V₁ V₂) = Real.exp (-(peak V₁ V₂ * V₁)) * (1 - V₁ / V₂) := by
  have s := slope_sign h1 h (peak V₁ V₂)
  have a := not_lt.1 (fun q => lt_irrefl _ (s.1.1 q))
  have b := not_lt.1 (fun q => lt_irrefl _ (s.2.1 q))
  -- the slope vanishes at the peak
  have e : Real.exp (-(peak V₁ V₂ * V₂)) = V₁ * Real.exp (-(peak V₁ V₂ * V₁)) / V₂ := by
    rw [eq_div_iff (h1.trans h).ne']
    linarith
  rw [gap, e]
  ring

/-- Let `0 < V₁ < V₂`, and let the tunnelling part of the higher barrier exceed that of the lower
one by a positive amount smaller than the activated gap at `peak V₁ V₂`. Then the rates agree at
exactly one inverse temperature above `peak V₁ V₂`, and beyond it the higher barrier's channel
is faster. -/
theorem tunnelling_crossover (h1 : 0 < V₁) (h : V₁ < V₂) {c₁ c₂ : ℝ}
    (hpos : 0 < c₂ - c₁) (hlt : c₂ - c₁ < gap V₁ V₂ (peak V₁ V₂)) :
    ∃ bs, peak V₁ V₂ < bs ∧ rate V₁ c₁ bs = rate V₂ c₂ bs ∧
      (∀ b, peak V₁ V₂ < b → rate V₁ c₁ b = rate V₂ c₂ b → b = bs) ∧
      ∀ b, bs < b → rate V₁ c₁ b < rate V₂ c₂ b := by
  have R := rate_sub_rate V₁ V₂ c₁ c₂
  have anti := (gap_rises_then_falls h1 h).2
  have hc : Continuous (gap V₁ V₂) :=
    continuous_iff_continuousAt.2 fun b => (hasDerivAt_gap V₁ V₂ b).continuousAt
  -- the activated gap dies out at low temperature
  have e : ∀ V : ℝ, 0 < V → Tendsto (fun b : ℝ => Real.exp (-(b * V))) atTop (𝓝 0) :=
    fun V hV => Real.tendsto_exp_neg_atTop_nhds_zero.comp (tendsto_id.atTop_mul_const hV)
  have lim : Tendsto (gap V₁ V₂) atTop (𝓝 0) := by
    have t := (e V₁ h1).sub (e V₂ (h1.trans h))
    rw [sub_zero] at t
    exact t
  obtain ⟨B, hB, hpB⟩ :=
    ((lim.eventually_lt_const hpos).and (eventually_gt_atTop (peak V₁ V₂))).exists
  obtain ⟨bs, hbs, hg⟩ := intermediate_value_Icc' hpB.le hc.continuousOn ⟨hB.le, hlt.le⟩
  have hp : peak V₁ V₂ < bs := by
    refine lt_of_le_of_ne hbs.1 fun q => ?_
    rw [q] at hlt
    linarith
  refine ⟨bs, hp, by linarith [R bs], fun b hb hr => ?_, fun b hb => ?_⟩
  · exact anti.injOn (mem_Ici.2 hb.le) (mem_Ici.2 hp.le) (by linarith [R b])
  · have := anti (mem_Ici.2 hp.le) (mem_Ici.2 (hp.trans hb).le) hb
    linarith [R b]

/-- Let `0 < V₁ < V₂`, and let `c₂ - c₁` be positive and smaller than the activated gap at
`peak V₁ V₂`. Then the rates cross at an inverse temperature between zero and `peak V₁ V₂` and at
another above `peak V₁ V₂`. The lower barrier's channel is faster between the two crossings, the
higher barrier's channel outside. -/
theorem two_crossings (h1 : 0 < V₁) (h : V₁ < V₂) {c₁ c₂ : ℝ}
    (hpos : 0 < c₂ - c₁) (hlt : c₂ - c₁ < gap V₁ V₂ (peak V₁ V₂)) :
    ∃ bl bs, 0 < bl ∧ bl < peak V₁ V₂ ∧ peak V₁ V₂ < bs ∧
      rate V₁ c₁ bl = rate V₂ c₂ bl ∧ rate V₁ c₁ bs = rate V₂ c₂ bs ∧
      (∀ b, bl < b → b < bs → rate V₂ c₂ b < rate V₁ c₁ b) ∧
      ∀ b, b < bl ∨ bs < b → rate V₁ c₁ b < rate V₂ c₂ b := by
  have R := rate_sub_rate V₁ V₂ c₁ c₂
  obtain ⟨mono, anti⟩ := gap_rises_then_falls h1 h
  obtain ⟨bs, hp, hs, -, hfast⟩ := tunnelling_crossover h1 h hpos hlt
  have hc : Continuous (gap V₁ V₂) :=
    continuous_iff_continuousAt.2 fun b => (hasDerivAt_gap V₁ V₂ b).continuousAt
  have g0 : gap V₁ V₂ 0 = 0 := by simp [gap]
  have p0 : 0 < peak V₁ V₂ := (slope_sign h1 h 0).1.1 (by simpa using h)
  obtain ⟨bl, hbl, hg⟩ := intermediate_value_Icc p0.le hc.continuousOn
    ⟨by rw [g0]; exact hpos.le, hlt.le⟩
  have l0 : 0 < bl := by
    refine lt_of_le_of_ne hbl.1 fun q => ?_
    rw [← q] at hg
    linarith
  have lp : bl < peak V₁ V₂ := by
    refine lt_of_le_of_ne hbl.2 fun q => ?_
    rw [q] at hg
    linarith
  refine ⟨bl, bs, l0, lp, hp, by linarith [R bl], hs, fun b hb hb' => ?_, fun b hb => ?_⟩
  · -- compare with the crossing on the same side of the peak
    rcases le_total b (peak V₁ V₂) with q | q
    · have := mono (mem_Iic.2 lp.le) (mem_Iic.2 q) hb
      linarith [R b]
    · have := anti (mem_Ici.2 q) (mem_Ici.2 hp.le) hb'
      linarith [R b, R bs]
  · rcases hb with hb | hb
    · have := mono (mem_Iic.2 (hb.trans lp).le) (mem_Iic.2 lp.le) hb
      linarith [R b]
    · exact hfast b hb

/-- For `0 < V₁ < V₂` the lower barrier's channel is faster at some inverse temperature if and
only if the excess `c₂ - c₁` is smaller than the activated gap at `peak V₁ V₂`. -/
theorem lower_barrier_wins_iff (h1 : 0 < V₁) (h : V₁ < V₂) (c₁ c₂ : ℝ) :
    (∃ b, rate V₂ c₂ b < rate V₁ c₁ b) ↔ c₂ - c₁ < gap V₁ V₂ (peak V₁ V₂) := by
  have R := rate_sub_rate V₁ V₂ c₁ c₂
  obtain ⟨mono, anti⟩ := gap_rises_then_falls h1 h
  constructor
  · rintro ⟨b, hb⟩
    have top : gap V₁ V₂ b ≤ gap V₁ V₂ (peak V₁ V₂) := by
      rcases le_total b (peak V₁ V₂) with q | q
      · exact mono.monotoneOn (mem_Iic.2 q) (mem_Iic.2 le_rfl) q
      · exact anti.antitoneOn (mem_Ici.2 le_rfl) (mem_Ici.2 q) q
    linarith [R b]
  · intro hlt
    exact ⟨peak V₁ V₂, by linarith [R (peak V₁ V₂)]⟩

/-- If `V₁ < V₂` and the higher barrier has no larger tunnelling part, the lower barrier's
channel is faster at every positive inverse temperature. -/
theorem no_crossing_without_excess (h : V₁ < V₂) {c₁ c₂ b : ℝ} (hc : c₂ ≤ c₁) (hb : 0 < b) :
    rate V₂ c₂ b < rate V₁ c₁ b := by
  have e : Real.exp (-(b * V₂)) < Real.exp (-(b * V₁)) :=
    Real.exp_lt_exp.2 (neg_lt_neg (mul_lt_mul_of_pos_left h hb))
  unfold rate
  linarith

end

end TunnellingCrossover
```

```lean
#print axioms TunnellingCrossover.tunnelling_crossover
#print axioms TunnellingCrossover.two_crossings
#print axioms TunnellingCrossover.lower_barrier_wins_iff
#print axioms TunnellingCrossover.no_crossing_without_excess
```

```
'TunnellingCrossover.tunnelling_crossover' depends on axioms: [propext, Classical.choice, Quot.sound]
'TunnellingCrossover.two_crossings' depends on axioms: [propext, Classical.choice, Quot.sound]
'TunnellingCrossover.lower_barrier_wins_iff' depends on axioms: [propext, Classical.choice, Quot.sound]
'TunnellingCrossover.no_crossing_without_excess' depends on axioms: [propext, Classical.choice, Quot.sound]
```

## How the lemmas carry the argument

`rate_sub_rate` is the identity $k_1-k_2=g-\Delta$; `linarith` uses it throughout to turn statements about $g$ into statements about rates. `hasDerivAt_gap` computes the slope. `slope_sign` finds its sign by writing $Ve^{-bV}$ as $e^{\ln V-bV}$ and comparing exponents. `gap_rises_then_falls` converts the signs into strict monotonicity on the two half-lines, and `gap_peak` uses the vanishing slope to obtain the peak value.

In `tunnelling_crossover`, the limit `lim` supplies $B$ and `intermediate_value_Icc'` supplies the crossing. It cannot sit at $b_0$, where $g>\Delta$. Injectivity of the strictly decreasing branch, `anti.injOn`, gives uniqueness.

`two_crossings` takes $b_*$ from that theorem, finds $b_l$ (`bl`) on the rising branch, and compares each $b$ with the crossing on its own side of the peak. `lower_barrier_wins_iff` bounds $g$ by its peak value and, conversely, takes $b_0$ itself as the winning point. `no_crossing_without_excess` compares the two exponentials directly.
